# Logarithmic zero-temperature spreading of an overdamped free particle with a frequency cutoff

To estimate how far a free quantum particle with Ohmic friction has spread at zero temperature, one can replace an oscillating frequency integral by a logarithm. For an overdamped free particle moving in one dimension, with friction force −η times the velocity and a sharp frequency cutoff Ω, the mean-square displacement after time t is

(2ℏ/(πη)) log(Ωt), with an error of at most 3 · 2ℏ/(πη), whenever Ωt ≥ 1.

In a simulation of quantum Brownian motion within this model, the mean-square displacement plotted against the natural logarithm log t should therefore have an average slope that approaches 2ℏ/(πη) as the plot covers more and more decades beyond t = 1/Ω.

```lean
import Mathlib

open MeasureTheory Set Filter Topology
open scoped Real

namespace OhmicSpreading

noncomputable section
```

## Zero temperature, no inertia, a sharp cutoff

These assumptions sit in the definitions. Without inertia, the response to a force at frequency ω is χ(ω) = 1/(−iηω). The fluctuation-dissipation theorem at zero temperature then suggests the mean-square displacement

(2ℏ/π) ∫₀^Ω Im χ(ω) (1 − cos ωt) dω.

The file takes this formula as its definition and does not derive it from a particle coupled to a bath. At nonzero temperature a thermal factor would enhance the low frequencies and make the long-time growth linear in t.

In Lean, `susceptibility` is complex-valued, `meanSquareDisplacement` is the integral above, and `kernel t w` is (1 − cos wt)/w.

```lean
/-- Susceptibility of an overdamped free particle with Ohmic friction coefficient `η`,
at frequency `ω` (for `η, ω ≠ 0`). -/
def susceptibility (η ω : ℝ) : ℂ := 1 / (-Complex.I * η * ω)

/-- Mean-square displacement after time `t` at zero temperature, given by the
fluctuation-dissipation integral up to the cutoff frequency `Ω` (for `η ≠ 0`). -/
def meanSquareDisplacement (ℏ η Ω t : ℝ) : ℝ :=
  2 * ℏ / π * ∫ ω in (0 : ℝ)..Ω, (susceptibility η ω).im * (1 - Real.cos (ω * t))

/-- The spreading kernel `(1 - cos (w t)) / w`, for `w ≠ 0`. -/
def kernel (t w : ℝ) : ℝ := (1 - Real.cos (w * t)) / w
```

## Positive friction: η > 0

Positive η means that the environment absorbs energy. Since 1/(−iηω) = i/(ηω),

Im χ(ω) = 1/(ηω) for ω ≠ 0.

The proof writes the denominator as a purely imaginary number and uses η > 0 to know that ηω is nonzero. At η = 0 the formula for χ divides by zero; at η < 0 the medium would amplify motion and the displacement formula would turn negative.

```lean
/-- For `η > 0` and `ω ≠ 0`, the imaginary (dissipative) part of the susceptibility is `1 / (η ω)`.
-/
theorem susceptibility_im {η ω : ℝ} (hη : 0 < η) (hω : ω ≠ 0) :
    (susceptibility η ω).im = 1 / (η * ω) := by
  have hz : -Complex.I * η * ω = ⟨0, -(η * ω)⟩ := by
    apply Complex.ext <;> simp
  have e : (0 : ℝ) * 0 + -(η * ω) * -(η * ω) = (η * ω) ^ 2 := by ring
  rw [susceptibility, hz, one_div, Complex.inv_im, Complex.normSq_mk, e,
    div_eq_div_iff (by positivity) (by positivity)]
  ring
```

## Enough elapsed time: Ωt ≥ 1

In units of the cutoff, the condition reads t ≥ 1 with t dimensionless, and the claim is that ∫₀¹ (1 − cos wt)/w dw lies within 3 of log t.

The integrand is harmless at w = 0, because it equals t sin(wt/2) sinc(wt/2), where sinc x = sin x / x and sinc 0 = 1. `continuous_kernel` uses this identity; Lean's value 0 for division by zero agrees with the limit.

```lean
/-- The spreading kernel is a continuous function of frequency. -/
theorem continuous_kernel (t : ℝ) : Continuous (kernel t) := by
  have h : kernel t = fun w => t * (Real.sin (w * t / 2) * Real.sinc (w * t / 2)) := by
    funext w
    by_cases hw : w = 0
    · simp [kernel, hw]
    by_cases ht : t = 0
    · simp [kernel, ht]
    have h1 := Real.cos_two_mul (w * t / 2)
    have h2 := Real.sin_sq_add_cos_sq (w * t / 2)
    rw [show 2 * (w * t / 2) = w * t by ring] at h1
    have e : 1 - Real.cos (w * t) = 2 * Real.sin (w * t / 2) ^ 2 := by linarith
    rw [kernel, e, Real.sinc_of_ne_zero (by positivity)]
    generalize Real.sin (w * t / 2) = S
    field_simp
  rw [h]
  have hs := Real.continuous_sinc
  exact continuous_const.mul
    ((Real.continuous_sin.comp (by fun_prop)).mul (hs.comp (by fun_prop)))
```

The integrand also lies between 0 and t for w > 0. With x = wt, this needs 1 − cos x ≤ x: if x ≤ 2, then 1 − cos x ≤ x²/2 ≤ x; if x ≥ 2, then 1 − cos x ≤ 2 ≤ x.

```lean
/-- At positive frequency and nonnegative time `t` the kernel lies between `0` and `t`. -/
theorem kernel_bounds {t w : ℝ} (ht : 0 ≤ t) (hw : 0 < w) :
    0 ≤ kernel t w ∧ kernel t w ≤ t := by
  have hx : 0 ≤ w * t := mul_nonneg hw.le ht
  have h : 1 - Real.cos (w * t) ≤ w * t := by
    rcases le_total (w * t) 2 with h | h
    · nlinarith [Real.one_sub_sq_div_two_le_cos (x := w * t),
        mul_nonneg hx (sub_nonneg.2 h)]
    · linarith [Real.neg_one_le_cos (w * t)]
  refine ⟨div_nonneg (by linarith [Real.cos_le_one (w * t)]) hw.le, ?_⟩
  rw [kernel, div_le_iff₀ hw]
  linarith [mul_comm w t]
```

Now split the integral at w = 1/t, which lies in the range precisely because t ≥ 1. The lower part is at most t · (1/t) = 1. For the upper part, take a constant c and differentiate:

d/dw [log w − (sin wt + c)/(wt)] = (1 − cos wt)/w + (sin wt + c)/(w²t).

Integrating from 1/t to 1 gives

log t + sin 1 + c − (sin t + c)/t.

For c = 1 the extra term in the derivative is nonnegative, so the upper part is at most log t + sin 1 + 1 ≤ log t + 2. For c = −1 it is nonpositive, so the upper part is at least log t + sin 1 − 1 ≥ log t − 2. Adding the two parts gives the bound 3.

In the proof, `hI` is the lower part, `key` the exact integral, and `hup` and `hlo` the two comparisons.

Without the condition the bound fails for sufficiently small t: as t → 0 the integral tends to 0 while log t → −∞.

```lean
/-- With a unit frequency cutoff, the spreading integral equals `log t` up to an error
of at most `3`, for every `t ≥ 1`. -/
theorem abs_cutoff_sub_log_le {t : ℝ} (ht : 1 ≤ t) :
    |(∫ w in (0 : ℝ)..1, kernel t w) - Real.log t| ≤ 3 := by
  have ht0 : 0 < t := by linarith
  have ha : 0 < t⁻¹ := inv_pos.2 ht0
  have ha1 : t⁻¹ ≤ 1 := inv_le_one_of_one_le₀ ht
  have hk := continuous_kernel t
  -- frequencies below `1 / t` contribute at most one
  have hI : |∫ w in (0 : ℝ)..t⁻¹, kernel t w| ≤ 1 := by
    have h := intervalIntegral.norm_integral_le_of_norm_le_const
      (a := 0) (b := t⁻¹) (f := kernel t) (C := t) (fun w hw => by
        rw [uIoc_of_le ha.le] at hw
        have hb := kernel_bounds ht0.le hw.1
        rw [Real.norm_eq_abs, abs_of_nonneg hb.1]
        exact hb.2)
    rwa [sub_zero, abs_of_pos ha, mul_inv_cancel₀ ht0.ne', Real.norm_eq_abs] at h
  -- above `1 / t` the kernel is compared with exact derivatives
  have hint : ∀ c : ℝ, IntervalIntegrable
      (fun w => kernel t w + (Real.sin (w * t) + c) / (w ^ 2 * t)) volume t⁻¹ 1 := by
    intro c
    apply ContinuousOn.intervalIntegrable
    refine hk.continuousOn.add (ContinuousOn.div (by fun_prop) (by fun_prop) ?_)
    intro w hw
    rw [uIcc_of_le ha1] at hw
    have hw0 : 0 < w := ha.trans_le hw.1
    positivity
  have key : ∀ c : ℝ,
      ∫ w in t⁻¹..1, (kernel t w + (Real.sin (w * t) + c) / (w ^ 2 * t))
        = Real.log t + (Real.sin 1 + c) - (Real.sin t + c) / t := by
    intro c
    rw [intervalIntegral.integral_eq_sub_of_hasDerivAt
      (f := fun w => Real.log w - (Real.sin (w * t) + c) / (w * t)) ?_ (hint c)]
    · simp only [Real.log_one, Real.log_inv, inv_mul_cancel₀ ht0.ne', one_mul, div_one]
      ring
    · intro w hw
      rw [uIcc_of_le ha1] at hw
      have hw0 : 0 < w := ha.trans_le hw.1
      have h1 : HasDerivAt (fun w : ℝ => w * t) t w := hasDerivAt_mul_const t
      have h2 := (Real.hasDerivAt_log hw0.ne').fun_sub
        ((h1.sin.add_const c).fun_div h1 (by positivity))
      refine h2.congr_deriv ?_
      rw [kernel]
      generalize Real.sin (w * t) = S
      generalize Real.cos (w * t) = C
      field_simp
      ring
  have hup := intervalIntegral.integral_mono_on ha1 (hk.intervalIntegrable _ _) (hint 1)
    (fun w _ => le_add_of_nonneg_right
      (div_nonneg (by linarith [Real.neg_one_le_sin (w * t)]) (by positivity)))
  have hlo := intervalIntegral.integral_mono_on ha1 (hint (-1)) (hk.intervalIntegrable _ _)
    (fun w _ => add_le_of_nonpos_right
      (div_nonpos_of_nonpos_of_nonneg (by linarith [Real.sin_le_one (w * t)])
        (by positivity)))
  rw [key] at hup hlo
  have p1 : 0 ≤ (Real.sin t + 1) / t :=
    div_nonneg (by linarith [Real.neg_one_le_sin t]) ht0.le
  have p2 : (Real.sin t + -1) / t ≤ 0 :=
    div_nonpos_of_nonpos_of_nonneg (by linarith [Real.sin_le_one t]) ht0.le
  rw [← intervalIntegral.integral_add_adjacent_intervals
    (hk.intervalIntegrable 0 t⁻¹) (hk.intervalIntegrable t⁻¹ 1)]
  rw [abs_le] at hI ⊢
  constructor <;> linarith [hI.1, hI.2, Real.sin_le_one 1, Real.neg_one_le_sin 1]
```

## A positive, finite cutoff: Ω > 0

Ω stands for the frequency above which the overdamped response is no longer trusted, for instance because inertia matters. Substituting ω = Ωw leaves dω/ω = dw/w and turns the displacement into

(2ℏ/(πη)) ∫₀¹ (1 − cos(wΩt))/w dw.

The proof makes the same substitution and treats ω = 0 separately, where both integrands vanish. With no cutoff the integral diverges logarithmically at high frequency. A smooth cutoff from the particle's mass is not treated here.

```lean
/-- For positive friction and cutoff, the mean-square displacement is `2ℏ / (π η)` times
the spreading integral with unit cutoff, taken at the dimensionless time `Ω t`. -/
theorem meanSquareDisplacement_eq (ℏ t : ℝ) {η Ω : ℝ} (hη : 0 < η) (hΩ : 0 < Ω) :
    meanSquareDisplacement ℏ η Ω t
      = 2 * ℏ / (π * η) * ∫ w in (0 : ℝ)..1, kernel (Ω * t) w := by
  have h1 : ∫ ω in (0 : ℝ)..Ω, (susceptibility η ω).im * (1 - Real.cos (ω * t))
      = η⁻¹ * ∫ ω in (0 : ℝ)..Ω, kernel t ω := by
    rw [← intervalIntegral.integral_const_mul]
    refine intervalIntegral.integral_congr fun ω _ => ?_
    by_cases hω : ω = 0
    · simp [kernel, hω]
    rw [susceptibility_im hη hω, kernel]
    ring
  -- substitute `ω = Ω w`
  have h := intervalIntegral.smul_integral_comp_mul_left (a := 0) (b := 1) (kernel t) Ω
  rw [mul_zero, mul_one, smul_eq_mul] at h
  have h2 : ∫ ω in (0 : ℝ)..Ω, kernel t ω = ∫ w in (0 : ℝ)..1, kernel (Ω * t) w := by
    rw [← h, ← intervalIntegral.integral_const_mul]
    refine intervalIntegral.integral_congr fun w _ => ?_
    rw [kernel, kernel, show Ω * w * t = w * (Ω * t) by ring, ← mul_div_assoc,
      mul_div_mul_left _ _ hΩ.ne']
  rw [meanSquareDisplacement, h1, h2]
  ring
```

## A positive quantum of action: ℏ > 0

Zero-point fluctuations drive all of this spreading, so at ℏ = 0 both the displacement and its estimate vanish. Together with η > 0, the hypothesis makes the prefactor 2ℏ/(πη) positive, so that multiplying the bound 3 by it preserves the inequality. That is the last step of `logarithmic_spreading`, which bounds the offset from the logarithm without determining its value.

```lean
/-- Logarithmic spreading at zero temperature: for `Ω t ≥ 1` the mean-square displacement
is `2ℏ / (π η) * log (Ω t)`, up to at most three times the prefactor; here `ℏ`, `η` and
`Ω` are positive. -/
theorem logarithmic_spreading {ℏ η Ω t : ℝ} (hℏ : 0 < ℏ) (hη : 0 < η) (hΩ : 0 < Ω)
    (ht : 1 ≤ Ω * t) :
    |meanSquareDisplacement ℏ η Ω t - 2 * ℏ / (π * η) * Real.log (Ω * t)|
      ≤ 2 * ℏ / (π * η) * 3 := by
  have hA : 0 < 2 * ℏ / (π * η) := by positivity
  rw [meanSquareDisplacement_eq ℏ t hη hΩ, ← mul_sub, abs_mul, abs_of_pos hA]
  exact mul_le_mul_of_nonneg_left (abs_cutoff_sub_log_le ht) hA.le

end

end OhmicSpreading
```

```lean
#print axioms OhmicSpreading.logarithmic_spreading
-- 'OhmicSpreading.logarithmic_spreading' depends on axioms: [propext, Classical.choice, Quot.sound]
```
